# Equivalence of the projected and similarity-transformed coupled-cluster equations in a three-state model

Take a three-state model with standard basis e₀, e₁, e₂ and one excitation operator X, defined by Xe₀ = e₁, Xe₁ = 2e₂ and Xe₂ = 0. With this choice of factors the coupled-cluster state exp(tX)e₀ has components 1, t and t², so its reference component is 1 and it is not normalised to unit length. The theorem `isCCSolution_iff_similarity` says that, for any real 3 × 3 matrix H and real t and E, this state satisfies the Schrödinger equation with energy E, projected on e₀ and e₁, exactly when exp(−tX) H exp(tX) has its (0,0) entry equal to E and its (1,0) entry equal to zero. H need not be symmetric, and the equation's projection on e₂ is not imposed. The proof puts in the closed forms of the exponentials, expresses the two entries through H applied to the state (`h0` and `h1`), and then gets each direction of the equivalence by linear combination.

This version doesn't compile in Lean 4 with Mathlib:

```lean
import Mathlib

open Matrix

namespace IsCCSolutionIffSimilarity

noncomputable section

/-- The excitation operator: it sends `e0` to `e1`, `e1` to `2 e2`, and `e2` to zero. -/
def excitation : Matrix (Fin 3) (Fin 3) ℝ :=
  !![0, 0, 0; 1, 0, 0; 0, 2, 0]

/-- The coupled-cluster state: the exponential of `t` times the excitation operator,
applied to the reference `e0`. -/
def ccState (t : ℝ) : Fin 3 → ℝ :=
  IsNilpotent.exp (t • excitation) *ᵥ ![1, 0, 0]

/-- The coupled-cluster equations for amplitude `t` and energy `E`: the Schrödinger equation
for the coupled-cluster state, projected on `e0` and `e1`. -/
def IsCCSolution (H : Matrix (Fin 3) (Fin 3) ℝ) (t E : ℝ) : Prop :=
  (H *ᵥ ccState t) 0 = E * ccState t 0 ∧ (H *ᵥ ccState t) 1 = E * ccState t 1

/-- The exponential of the excitation operator with amplitude `t`, in closed form. -/
theorem exp_excitation (t : ℝ) :
    IsNilpotent.exp (t • excitation) = !![1, 0, 0; t, 1, 0; t ^ 2, 2 * t, 1] := by
  have hS : t • excitation = !![0, 0, 0; t, 0, 0; 0, 2 * t, 0] := by
    ext i j
    fin_cases i <;> fin_cases j <;> simp [excitation]
    ring
  have h2 : (t • excitation) ^ 2 = !![0, 0, 0; 0, 0, 0; 2 * t ^ 2, 0, 0] := by
    rw [hS, pow_two]
    ext i j
    fin_cases i <;> fin_cases j <;> simp [Matrix.mul_apply, Fin.sum_univ_three]
    ring
  -- three excitations leave the space, so the series stops after the square
  have h3 : (t • excitation) ^ 3 = 0 := by
    rw [pow_succ, h2, hS]
    ext i j
    fin_cases i <;> fin_cases j <;> simp [Matrix.mul_apply, Fin.sum_univ_three]
  rw [IsNilpotent.exp_eq_sum h3]
  simp only [Finset.sum_range_succ, Finset.sum_range_zero, pow_zero, pow_one]
  rw [h2, hS]
  ext i j
  fin_cases i <;> fin_cases j <;> simp [Nat.factorial, Rat.smul_def]

/-- The coupled-cluster state has components `1`, `t` and `t ^ 2`. -/
theorem ccState_eq (t : ℝ) : ccState t = ![1, t, t ^ 2] := by
  rw [ccState, exp_excitation]
  ext i
  fin_cases i <;> simp [Matrix.mulVec, dotProduct, Fin.sum_univ_three]

/-- For any Hamiltonian matrix, the projected equations are equivalent to those of the
similarity-transformed Hamiltonian: its reference expectation value is `E`, and its element
between `e1` and the reference vanishes. -/
theorem isCCSolution_iff_similarity (H : Matrix (Fin 3) (Fin 3) ℝ) (t E : ℝ) :
    IsCCSolution H t E ↔
      (IsNilpotent.exp ((-t) • excitation) * H * IsNilpotent.exp (t • excitation)) 0 0 = E ∧
      (IsNilpotent.exp ((-t) • excitation) * H * IsNilpotent.exp (t • excitation)) 1 0 = 0 := by
  have h0 : (IsNilpotent.exp ((-t) • excitation) * H *
      IsNilpotent.exp (t • excitation)) 0 0 = (H *ᵥ ![1, t, t ^ 2]) 0 := by
    rw [exp_excitation, exp_excitation]
    simp [Matrix.mul_apply, Matrix.mulVec, dotProduct, Fin.sum_univ_three]
  have h1 : (IsNilpotent.exp ((-t) • excitation) * H *
      IsNilpotent.exp (t • excitation)) 1 0 =
        (H *ᵥ ![1, t, t ^ 2]) 1 - t * (H *ᵥ ![1, t, t ^ 2]) 0 := by
    rw [exp_excitation, exp_excitation]
    simp [Matrix.mul_apply, Matrix.mulVec, dotProduct, Fin.sum_univ_three] <;> ring
  rw [h0, h1, IsCCSolution, ccState_eq]
  change (H *ᵥ ![1, t, t ^ 2]) 0 = E * 1 ∧ (H *ᵥ ![1, t, t ^ 2]) 1 = E * t ↔ _
  constructor
  · rintro ⟨p, q⟩
    exact ⟨by linear_combination p, by linear_combination q - t * p⟩
  · rintro ⟨p, q⟩
    exact ⟨by linear_combination p, by linear_combination q + t * p⟩

end

end IsCCSolutionIffSimilarity
```

Messages:

```
Main.lean:60:73: error: unsolved goals
H : Matrix (Fin 3) (Fin 3) ℝ
t E : ℝ
⊢ (![1, 0, 0] ᵥ* H) 0 + (![1, 0, 0] ᵥ* H) 1 * t + (![1, 0, 0] ᵥ* H) 2 * t ^ 2 = H 0 0 + H 0 1 * t + H 0 2 * t ^ 2
Try this:
  [apply] ring_nf
  
  The `ring` tactic failed to close the goal. Use `ring_nf` to obtain a normal form.
    
  Note that `ring` works primarily in *commutative* rings. If you have a noncommutative ring, abelian group or module, consider using `noncomm_ring`, `abel` or `module` instead.
Main.lean:65:65: error: unsolved goals
H : Matrix (Fin 3) (Fin 3) ℝ
t E : ℝ
h0 : (IsNilpotent.exp (-t • excitation) * H * IsNilpotent.exp (t • excitation)) 0 0 = (H *ᵥ ![1, t, t ^ 2]) 0
⊢ t * (![-t, 1, 0] ᵥ* H) 1 + t ^ 2 * (![-t, 1, 0] ᵥ* H) 2 + (![-t, 1, 0] ᵥ* H) 0 =
    t * H 1 1 - t * H 0 0 + t ^ 2 * H 1 2 - t ^ 2 * H 0 1 - t ^ 3 * H 0 2 + H 1 0
```

Cause. Both errors are unsolved goals, in `h0` and `h1`. What remains contains entries of `![1, 0, 0] ᵥ* H` and `![-t, 1, 0] ᵥ* H`, which are rows of exp(−tX) multiplied into H. The full `simp` set has a rule, `Matrix.cons_mul`, that rewrites the product of an explicit matrix with H row by row into such vector-matrix products. Here that happened before `Matrix.mul_apply` could expand the inner product into sums. The list given to `simp` unfolds `Matrix.mulVec` but not `Matrix.vecMul`, so these entries stayed closed. In `h1`, `ring` then failed because it treats them as atoms, unrelated to the entries of H on the other side; its suggestion of `ring_nf` would not open them either.

The repair first runs `simp only` with the same list. Without the row rule, both matrix products become sums of entries. The plain `simp` that follows evaluates the explicit entries, which closes `h0` and leaves `h1` an identity that `ring` proves. Putting `ring` on its own line instead of after `<;>` is mere tidying.

This version goes through:

```diff
@@ -60,10 +60,13 @@
       IsNilpotent.exp (t • excitation)) 0 0 = (H *ᵥ ![1, t, t ^ 2]) 0 := by
     rw [exp_excitation, exp_excitation]
-    simp [Matrix.mul_apply, Matrix.mulVec, dotProduct, Fin.sum_univ_three]
+    simp only [Matrix.mul_apply, Matrix.mulVec, dotProduct, Fin.sum_univ_three]
+    simp
   have h1 : (IsNilpotent.exp ((-t) • excitation) * H *
       IsNilpotent.exp (t • excitation)) 1 0 =
         (H *ᵥ ![1, t, t ^ 2]) 1 - t * (H *ᵥ ![1, t, t ^ 2]) 0 := by
     rw [exp_excitation, exp_excitation]
-    simp [Matrix.mul_apply, Matrix.mulVec, dotProduct, Fin.sum_univ_three] <;> ring
+    simp only [Matrix.mul_apply, Matrix.mulVec, dotProduct, Fin.sum_univ_three]
+    simp
+    ring
   rw [h0, h1, IsCCSolution, ccState_eq]
   change (H *ᵥ ![1, t, t ^ 2]) 0 = E * 1 ∧ (H *ᵥ ![1, t, t ^ 2]) 1 = E * t ↔ _
```
